# A signed sum over T times one over a subgroup H is the full signed sum exactly when T is a left transversal of H

Let \(S_n\) be the permutations of \(n\) electrons, and for a set \(S\subseteq S_n\) write \(A(S)=\sum_{g\in S}\operatorname{sgn}(g)\,g\), an element of the group algebra with integer coefficients. A left transversal \(T\) of a subgroup \(H\) contains exactly one element of each coset \(gH\).

For two molecules, I take \(H\) to be the permutations that keep every electron in its own molecule. The antisymmetriser should then split as \(A(S_n)=A(T)A(H)\), so that if both molecular wavefunctions are already antisymmetric, only the sum over \(T\) is left to do. This is proved below and checked in Lean, together with the converse: the identity \(A(S_n)=A(T)A(H)\) holds only if \(T\) is a left transversal of \(H\).

## Counting the factorisations g = th

Since the sign is multiplicative, any two sets \(T,K\subseteq S_n\) satisfy

\[
A(T)A(K)=\sum_{t\in T,\,k\in K}\operatorname{sgn}(tk)\,tk=\sum_{g}\operatorname{sgn}(g)\,m(g)\,g,
\qquad m(g)=\#\{t\in T: t^{-1}g\in K\}.
\]

Take \(K=H\). Permutations are linearly independent in the group algebra, so the product equals \(A(S_n)\) if and only if \(\operatorname{sgn}(g)\,m(g)=\operatorname{sgn}(g)\) for every \(g\). The sign is \(\pm1\) and cancels, leaving \(m(g)=1\), which says that \(T\) is a left transversal of \(H\).

Now let the molecules have \(N_A\) and \(N_B\) electrons, with \(n=N_A+N_B\). Each element of \(H\) is a pair \((\sigma,\tau)\) of molecular permutations, and it factors in exactly one way as \((\sigma,1)(1,\tau)\). The same count gives \(A(H)=A(S_A)A(S_B)\), where \(S_A\) and \(S_B\) permute the electrons of one molecule and fix the others.

A permutation acts on a wavefunction by \((g\Psi)(x)=\Psi(x\circ g)\), so electron \(i\) receives the coordinate \(x_{g(i)}\). If \(\Phi\) and \(\chi\) are antisymmetric, then

\[
\operatorname{sgn}(\sigma)\operatorname{sgn}(\tau)\,(\sigma,\tau)\,\Phi\chi=\operatorname{sgn}(\sigma)^2\operatorname{sgn}(\tau)^2\,\Phi\chi=\Phi\chi .
\]

All \(N_A!\,N_B!\) terms of \(A(H)\) therefore contribute equally, and

\[
A(S_n)\,\Phi\chi=A(T)A(H)\,\Phi\chi=N_A!\,N_B!\;A(T)\,\Phi\chi .
\]

If the antisymmetriser is normalised as a projector, \(A(S_n)/n!\), the prefactor is \(N_A!\,N_B!/n!\) instead.

## Two electrons plus one, with numbers

Put electrons 1 and 2 in the first molecule and electron 3 in the second. Then \(H=\{1,(12)\}\), and \(T=\{1,(13),(23)\}\) is a transversal:

\[
\bigl(1-(13)-(23)\bigr)\bigl(1-(12)\bigr)=1-(12)-(13)-(23)+(123)+(132).
\]

Take \(\Phi(x_1,x_2)=x_2-x_1\) and \(\chi(x_3)=x_3^2\), evaluated at \(x=(1,2,3)\). These polynomials are not normalisable on the whole line and serve only to check the arithmetic. The sum over \(T\) is

\[
\Phi(1,2)\chi(3)-\Phi(3,2)\chi(1)-\Phi(1,3)\chi(2)=9+1-8=2,
\]

and multiplying by \(2!\,1!\) gives 4. The six-term sum, in the order of the expansion above, is \(9+9+1-8+1-8=4\). With the projector \(A(S_n)/n!\) the value is \(4/6=2/3\).

## What the Lean statements say

- **Electrons and coordinates.** `α` and `β` are finite types of electron labels, and `α ⊕ β` labels the electrons of both molecules. `X` is an arbitrary type of one-electron coordinates, for instance position and spin together. A wavefunction is any function `(α → X) → ℂ`.
- **Signed sums.** `signedSum S` is \(A(S)\) in `MonoidAlgebra ℤ (Perm α)`, without a factor \(1/n!\). `operate` is the action of this algebra on wavefunctions.
- **The equivalence.** `signedSum_factor_iff` holds for every set `T` and every subgroup `H`. `IsLeftTransversal T H` says that each `g` has exactly one `t` in `T` with `t⁻¹ * g ∈ H`.
- **Two molecules.** `intramolecular α β` is \(H\), while `onFirst` and `onSecond` are \(S_A\) and \(S_B\). `two_molecule_factorisation` gives the three-factor form, and `antisymmetrise_product` gives the factor \(N_A!\,N_B!\). The capital chi `Χ` in the file is \(\chi\) here.

The two-molecule theorems take the transversal as a hypothesis, and `isLeftTransversal_witness` supplies one for two electrons plus one. A transversal may represent a coset by any of its members, so its elements need not be pure exchanges between the molecules.

Antisymmetrised products of fragment wavefunctions are a starting point for treating exchange between molecules; the result covers their permutation algebra for two fragments with fixed, finite numbers of electrons, and involves no Hamiltonian, inner product or energy.

```lean
import Mathlib

open Equiv

namespace IntermolecularAntisymmetriser

noncomputable section

variable {α β X : Type*} [Fintype α] [DecidableEq α] [Fintype β] [DecidableEq β]

open Classical in
/-- The signed sum of a set `S` of electron permutations, in the integer group algebra. -/
def signedSum (S : Set (Perm α)) : MonoidAlgebra ℤ (Perm α) :=
  ∑ g : Perm α, MonoidAlgebra.single g (if g ∈ S then ((Perm.sign g : ℤˣ) : ℤ) else 0)

/-- `T` is a left transversal of `H`: every permutation lies in `t H` for exactly one `t` in `T`. -/
def IsLeftTransversal (T : Set (Perm α)) (H : Subgroup (Perm α)) : Prop :=
  ∀ g : Perm α, ∃! t : Perm α, t ∈ T ∧ t⁻¹ * g ∈ H

/-- Permutations act on wavefunctions by permuting the electron coordinates. -/
def permute (α X : Type*) : Perm α →* Module.End ℤ ((α → X) → ℂ) where
  toFun g :=
    { toFun := fun Ψ x => Ψ (x ∘ g)
      map_add' := fun _ _ => rfl
      map_smul' := fun _ _ => rfl }
  map_one' := rfl
  map_mul' := fun _ _ => rfl

/-- The action of the integer group algebra on wavefunctions. -/
def operate : MonoidAlgebra ℤ (Perm α) →ₐ[ℤ] Module.End ℤ ((α → X) → ℂ) :=
  MonoidAlgebra.lift _ _ _ (permute α X)

/-- A combination of permutations acts on a wavefunction as the same combination of
wavefunctions with permuted coordinates. -/
theorem operate_sum (c : Perm α → ℤ) (Ψ : (α → X) → ℂ) (x : α → X) :
    operate (∑ g, MonoidAlgebra.single g (c g)) Ψ x = ∑ g : Perm α, (c g : ℂ) * Ψ (x ∘ g) := by
  simp only [operate, map_sum, MonoidAlgebra.lift_single, LinearMap.sum_apply,
    Finset.sum_apply, LinearMap.smul_apply, Pi.smul_apply]
  exact Finset.sum_congr rfl fun g _ => zsmul_eq_mul (Ψ (x ∘ g)) (c g)

/-- Two equal combinations of permutations have the same coefficients. -/
theorem coeff_unique {c d : Perm α → ℤ}
    (h : ∑ g, MonoidAlgebra.single g (c g) = ∑ g, MonoidAlgebra.single g (d g)) : c = d := by
  funext g
  -- a wavefunction concentrated on one arrangement reads off one coefficient
  let Ψ : (α → α) → ℂ := fun y => if y = ⇑g then 1 else 0
  have key : ∀ e : Perm α → ℤ,
      operate (∑ k, MonoidAlgebra.single k (e k)) Ψ id = (e g : ℂ) := by
    intro e
    rw [operate_sum, Finset.sum_eq_single g]
    · simp [Ψ]
    · intro k _ hk
      have hne : ⇑k ≠ ⇑g := fun e => hk (DFunLike.coe_injective e)
      simp [Ψ, hne]
    · simp
  have h2 := key c
  rw [h, key d] at h2
  exact_mod_cast h2.symm

open Classical in
/-- In a product of two signed sums each permutation `g` carries its sign times the number of
ways to write it as an element of `T` times an element of `K`. -/
theorem signedSum_mul (T K : Set (Perm α)) :
    signedSum T * signedSum K = ∑ g : Perm α, MonoidAlgebra.single g
      (((Perm.sign g : ℤˣ) : ℤ) *
        ((Finset.univ.filter fun t : Perm α => t ∈ T ∧ t⁻¹ * g ∈ K).card : ℤ)) := by
  have conv : ∀ c d : Perm α → ℤ,
      (∑ t, MonoidAlgebra.single t (c t)) * (∑ k, MonoidAlgebra.single k (d k))
        = ∑ g, MonoidAlgebra.single g (∑ t, c t * d (t⁻¹ * g)) := by
    intro c d
    have hs : ∀ (g : Perm α) (f : Perm α → ℤ),
        MonoidAlgebra.single g (∑ t, f t) = ∑ t, MonoidAlgebra.single g (f t) := by
      intro g f
      let φ : ℤ →+ MonoidAlgebra ℤ (Perm α) :=
        AddMonoidHom.mk' (fun r => MonoidAlgebra.single g r)
          (fun a b => by simp only [MonoidAlgebra.single_add])
      exact map_sum φ f Finset.univ
    simp only [hs]
    rw [Finset.sum_mul_sum, Finset.sum_comm (s := Finset.univ (α := Perm α)) (t := Finset.univ)
      (f := fun g t => MonoidAlgebra.single g (c t * d (t⁻¹ * g)))]
    refine Finset.sum_congr rfl fun t _ => ?_
    -- for fixed `t`, substitute `g = t k`
    refine Eq.trans ?_ (Equiv.sum_comp (Equiv.mulLeft t) _)
    refine Finset.sum_congr rfl fun k _ => ?_
    simp only [MonoidAlgebra.single_mul_single, Equiv.coe_mulLeft, inv_mul_cancel_left]
  unfold signedSum
  rw [conv]
  refine Finset.sum_congr rfl fun g _ => ?_
  congr 1
  rw [Finset.card_filter, Nat.cast_sum, Finset.mul_sum]
  refine Finset.sum_congr rfl fun t _ => ?_
  have hsign : ((Perm.sign t : ℤˣ) : ℤ) * ((Perm.sign (t⁻¹ * g) : ℤˣ) : ℤ)
      = ((Perm.sign g : ℤˣ) : ℤ) := by
    rw [← Units.val_mul, ← map_mul, mul_inv_cancel_left]
  by_cases h1 : t ∈ T
  · by_cases h2 : t⁻¹ * g ∈ K
    · rw [if_pos h1, if_pos h2, if_pos ⟨h1, h2⟩, hsign, Nat.cast_one, mul_one]
    · have h3 : ¬(t ∈ T ∧ t⁻¹ * g ∈ K) := fun h => h2 h.2
      rw [if_neg h2, if_neg h3, Nat.cast_zero, mul_zero, mul_zero]
  · have h3 : ¬(t ∈ T ∧ t⁻¹ * g ∈ K) := fun h => h1 h.1
    rw [if_neg h1, if_neg h3, Nat.cast_zero, mul_zero, zero_mul]

/-- The signed sum of `T` times the signed sum of the subgroup `H` is the signed sum of all
permutations exactly when `T` is a left transversal of `H`. -/
theorem signedSum_factor_iff (T : Set (Perm α)) (H : Subgroup (Perm α)) :
    signedSum T * signedSum (H : Set (Perm α)) = signedSum Set.univ ↔ IsLeftTransversal T H := by
  classical
  rw [signedSum_mul]
  constructor
  · intro h g
    unfold signedSum at h
    have hg := congrFun (coeff_unique h) g
    rw [if_pos (Set.mem_univ g)] at hg
    -- the sign is invertible, so the number of factorisations is one
    have hc := mul_left_cancel₀ (Units.ne_zero (Perm.sign g)) (hg.trans (mul_one _).symm)
    obtain ⟨t, ht⟩ := Finset.card_eq_one.mp (by exact_mod_cast hc)
    rw [Finset.eq_singleton_iff_unique_mem] at ht
    exact ⟨t, (Finset.mem_filter.mp ht.1).2,
      fun s hs => ht.2 s (Finset.mem_filter.mpr ⟨Finset.mem_univ s, hs⟩)⟩
  · intro h
    unfold signedSum
    refine Finset.sum_congr rfl fun g _ => ?_
    obtain ⟨t, ht, hu⟩ := h g
    rw [if_pos (Set.mem_univ g), Finset.card_eq_one.mpr ⟨t, ?_⟩, Nat.cast_one, mul_one]
    rw [Finset.eq_singleton_iff_unique_mem]
    exact ⟨Finset.mem_filter.mpr ⟨Finset.mem_univ t, ht⟩,
      fun s hs => hu s (Finset.mem_filter.mp hs).2⟩

/-- The permutations that keep every electron in its own molecule. -/
def intramolecular (α β : Type*) : Subgroup (Perm (α ⊕ β)) := (Perm.sumCongrHom α β).range

/-- The permutations of the electrons of the first molecule alone. -/
def onFirst (α β : Type*) : Set (Perm (α ⊕ β)) :=
  Set.range fun σ : Perm α => Perm.sumCongrHom α β (σ, 1)

/-- The permutations of the electrons of the second molecule alone. -/
def onSecond (α β : Type*) : Set (Perm (α ⊕ β)) :=
  Set.range fun τ : Perm β => Perm.sumCongrHom α β (1, τ)

/-- The intramolecular signed sum is the product of the signed sums of the two molecules. -/
theorem signedSum_intramolecular :
    signedSum (intramolecular α β : Set (Perm (α ⊕ β)))
      = signedSum (onFirst α β) * signedSum (onSecond α β) := by
  classical
  rw [signedSum_mul]
  unfold signedSum
  refine Finset.sum_congr rfl fun g _ => ?_
  congr 1
  by_cases hg : g ∈ (intramolecular α β : Set (Perm (α ⊕ β)))
  · rw [if_pos hg]
    obtain ⟨⟨σ, τ⟩, rfl⟩ := hg
    rw [Finset.card_eq_one.mpr ⟨Perm.sumCongrHom α β (σ, 1), ?_⟩, Nat.cast_one, mul_one]
    rw [Finset.eq_singleton_iff_unique_mem]
    constructor
    · refine Finset.mem_filter.mpr ⟨Finset.mem_univ _, ⟨σ, rfl⟩, ⟨τ, ?_⟩⟩
      simp only [← map_inv, ← map_mul, Prod.inv_mk, Prod.mk_mul_mk, inv_mul_cancel, inv_one,
        one_mul]
    · intro s hs
      obtain ⟨-, ⟨σ', rfl⟩, ⟨τ', h⟩⟩ := Finset.mem_filter.mp hs
      simp only [← map_inv, ← map_mul] at h
      have h1 := congrArg Prod.fst (Perm.sumCongrHom_injective h)
      have h2 : σ' = σ := inv_mul_eq_one.mp h1.symm
      rw [h2]
  · rw [if_neg hg, Finset.card_eq_zero.mpr, Nat.cast_zero, mul_zero]
    refine Finset.filter_eq_empty_iff.mpr fun t _ ht => hg ?_
    obtain ⟨⟨σ, rfl⟩, ⟨τ, h⟩⟩ := ht
    have h' : Perm.sumCongrHom α β (1, τ) = (Perm.sumCongrHom α β (σ, 1))⁻¹ * g := h
    exact ⟨(σ, 1) * (1, τ), by rw [map_mul, h', mul_inv_cancel_left]⟩

/-- The signed sum over all electrons of two molecules is the signed sum of any left transversal of
the intramolecular permutations times the signed sums of the separate molecules. -/
theorem two_molecule_factorisation {T : Set (Perm (α ⊕ β))}
    (hT : IsLeftTransversal T (intramolecular α β)) :
    signedSum Set.univ = signedSum T * (signedSum (onFirst α β) * signedSum (onSecond α β)) := by
  rw [← signedSum_intramolecular, (signedSum_factor_iff T _).mpr hT]

/-- A wavefunction obeying the Pauli principle: permuting electrons multiplies it by the sign. -/
def IsAntisymmetric (Ψ : (α → X) → ℂ) : Prop :=
  ∀ (σ : Perm α) (x : α → X), Ψ (x ∘ σ) = (((Perm.sign σ : ℤˣ) : ℤ) : ℂ) * Ψ x

/-- The simple product of the wavefunctions of two molecules. -/
def productState (Φ : (α → X) → ℂ) (Χ : (β → X) → ℂ) : (α ⊕ β → X) → ℂ :=
  fun x => Φ (x ∘ Sum.inl) * Χ (x ∘ Sum.inr)

/-- On a product of antisymmetric molecular wavefunctions the full signed sum equals `N_A! N_B!`
times the signed sum of any left transversal of the intramolecular permutations. -/
theorem antisymmetrise_product {T : Set (Perm (α ⊕ β))}
    (hT : IsLeftTransversal T (intramolecular α β)) {Φ : (α → X) → ℂ} {Χ : (β → X) → ℂ}
    (hΦ : IsAntisymmetric Φ) (hΧ : IsAntisymmetric Χ) :
    operate (signedSum Set.univ) (productState Φ Χ)
      = ((Fintype.card α).factorial * (Fintype.card β).factorial) •
        operate (signedSum T) (productState Φ Χ) := by
  classical
  -- every intramolecular permutation contributes the same product state
  have hH : operate (signedSum (intramolecular α β : Set (Perm (α ⊕ β)))) (productState Φ Χ)
      = ((Fintype.card α).factorial * (Fintype.card β).factorial) • productState Φ Χ := by
    funext x
    have hterm : ∀ g : Perm (α ⊕ β),
        (((if g ∈ (intramolecular α β : Set (Perm (α ⊕ β)))
          then ((Perm.sign g : ℤˣ) : ℤ) else 0 : ℤ)) : ℂ) * productState Φ Χ (x ∘ g)
        = if g ∈ Finset.univ.image (Perm.sumCongrHom α β) then productState Φ Χ x else 0 := by
      intro g
      by_cases hg : g ∈ (intramolecular α β : Set (Perm (α ⊕ β)))
      · rw [if_pos hg]
        obtain ⟨⟨σ, τ⟩, rfl⟩ := hg
        rw [if_pos (Finset.mem_image_of_mem _ (Finset.mem_univ _))]
        have e : productState Φ Χ (x ∘ Perm.sumCongrHom α β (σ, τ))
            = Φ ((x ∘ Sum.inl) ∘ σ) * Χ ((x ∘ Sum.inr) ∘ τ) := rfl
        have hs : Perm.sign (Perm.sumCongrHom α β (σ, τ)) = Perm.sign σ * Perm.sign τ :=
          Perm.sign_sumCongr σ τ
        rw [e, hΦ, hΧ, hs]
        rcases Int.units_eq_one_or (Perm.sign σ) with h1 | h1 <;>
          rcases Int.units_eq_one_or (Perm.sign τ) with h2 | h2 <;>
          simp [h1, h2, productState]
      · rw [if_neg hg, if_neg, Int.cast_zero, zero_mul]
        intro h
        obtain ⟨p, -, hp⟩ := Finset.mem_image.mp h
        exact hg ⟨p, hp⟩
    unfold signedSum
    rw [operate_sum, Finset.sum_congr rfl fun g _ => hterm g, Finset.sum_ite_mem,
      Finset.univ_inter, Finset.sum_const,
      Finset.card_image_of_injective _ Perm.sumCongrHom_injective, Finset.card_univ,
      Fintype.card_prod, Fintype.card_perm, Fintype.card_perm, Pi.smul_apply]
  rw [← (signedSum_factor_iff T _).mpr hT, map_mul, Module.End.mul_apply, hH, map_nsmul]

/-- For a molecule with two electrons and one with a single electron, the identity and the two
intermolecular exchanges form a left transversal of the intramolecular permutations. -/
theorem isLeftTransversal_witness :
    IsLeftTransversal
      ({1, swap (Sum.inl 0) (Sum.inr 0), swap (Sum.inl 1) (Sum.inr 0)} :
        Set (Perm (Fin 2 ⊕ Fin 1)))
      (intramolecular (Fin 2) (Fin 1)) := by
  -- a permutation is intramolecular exactly when it fixes the lone electron
  have hmem : ∀ k : Perm (Fin 2 ⊕ Fin 1),
      k ∈ intramolecular (Fin 2) (Fin 1) ↔ k (Sum.inr 0) = Sum.inr 0 := by
    intro k
    constructor
    · rintro ⟨⟨σ, τ⟩, rfl⟩
      exact congrArg Sum.inr (Subsingleton.elim (τ 0) 0)
    · intro hk
      refine Perm.mem_sumCongrHom_range_of_perm_mapsTo_inl ?_
      rintro _ ⟨a, rfl⟩
      rcases h : k (Sum.inl a) with b | b
      · exact ⟨b, rfl⟩
      · have hb : b = 0 := Subsingleton.elim b 0
        rw [hb, ← hk] at h
        exact absurd (k.injective h) Sum.inl_ne_inr
  simp only [IsLeftTransversal, hmem, ExistsUnique, Set.mem_insert_iff,
    Set.mem_singleton_iff, Perm.mul_apply, Perm.inv_eq_iff_eq]
  intro g
  have hy : g (Sum.inr 0) = Sum.inr 0 ∨ g (Sum.inr 0) = Sum.inl 0 ∨
      g (Sum.inr 0) = Sum.inl 1 := by
    generalize g (Sum.inr 0) = y
    revert y
    decide
  -- the image of the lone electron selects the transversal element
  rcases hy with h | h | h
  · refine ⟨1, ⟨Or.inl rfl, h.trans (by decide)⟩, ?_⟩
    rintro s ⟨rfl | rfl | rfl, hs⟩ <;>
      first | rfl | exact absurd (h.symm.trans hs) (by decide)
  · refine ⟨swap (Sum.inl 0) (Sum.inr 0), ⟨Or.inr (Or.inl rfl), h.trans (by decide)⟩, ?_⟩
    rintro s ⟨rfl | rfl | rfl, hs⟩ <;>
      first | rfl | exact absurd (h.symm.trans hs) (by decide)
  · refine ⟨swap (Sum.inl 1) (Sum.inr 0), ⟨Or.inr (Or.inr rfl), h.trans (by decide)⟩, ?_⟩
    rintro s ⟨rfl | rfl | rfl, hs⟩ <;>
      first | rfl | exact absurd (h.symm.trans hs) (by decide)

end

end IntermolecularAntisymmetriser
```

```lean
#print axioms IntermolecularAntisymmetriser.signedSum_factor_iff
-- 'IntermolecularAntisymmetriser.signedSum_factor_iff' depends on axioms: [propext, Classical.choice, Quot.sound]
#print axioms IntermolecularAntisymmetriser.two_molecule_factorisation
-- 'IntermolecularAntisymmetriser.two_molecule_factorisation' depends on axioms: [propext, Classical.choice, Quot.sound]
#print axioms IntermolecularAntisymmetriser.antisymmetrise_product
-- 'IntermolecularAntisymmetriser.antisymmetrise_product' depends on axioms: [propext, Classical.choice, Quot.sound]
```

## How the proof follows the count

`signedSum_mul` is the formula with \(m(g)\). Its inner statement `conv` multiplies two general combinations and, for fixed `t`, substitutes \(g=tk\) through `Equiv.mulLeft t`; `hsign` then combines the two signs into that of `g`.

In `signedSum_factor_iff`, the forward direction compares coefficients with `coeff_unique`, cancels the sign with `mul_left_cancel₀`, and turns "the count is one" into unique existence by `Finset.card_eq_one`. The reverse direction runs the last step backwards.

`signedSum_intramolecular` uses `signedSum_mul` again: the count is one for intramolecular permutations, because `Perm.sumCongrHom` is injective, and zero for all others.

In `antisymmetrise_product`, `hterm` shows that each intramolecular permutation, multiplied by its sign, returns the same product state, and injectivity gives their number. The final line replaces the full sum by \(A(T)A(H)\) and applies the factors in turn.

The witness rests on `hmem`: a permutation is intramolecular exactly when it fixes the lone electron. The image of that electron under `g` then selects the element of `T`.

## Reading off a coefficient with `MonoidAlgebra.lift`

The proof that \(T\) must be a transversal turns on `coeff_unique`, which gets its linear independence from the action on wavefunctions. `MonoidAlgebra.lift` takes a multiplicative map from a group into an algebra, here `permute`, and extends it linearly to a homomorphism of the whole group algebra. Equal elements of the group algebra therefore act equally on every wavefunction.

The proof chooses a revealing one. It lets the electron labels themselves serve as coordinates, `X = α`, and takes \(\Psi\) to be 1 on the arrangement \(g\) and 0 elsewhere. Evaluated at the identity arrangement,

\[
\Bigl(\sum_k c_k\,k\,\Psi\Bigr)(\mathrm{id})=\sum_k c_k\,\Psi(k)=c_g .
\]

Because `lift` also respects products, the same `operate` lets `antisymmetrise_product` apply \(A(H)\) first and \(A(T)\) second, by `map_mul`.
